# Stochastic reconfiguration with retained updates converges to the unregularized solution for a fixed wave function and sample

Let $O$ be a real $M\times P$ matrix, $e\in\mathbb R^M$ and $\lambda>0$. From any $d_0\in\mathbb R^P$, the iteration

$$d_{n+1}=d_n+O^T(OO^T+\lambda I)^{-1}(e-Od_n)$$

converges to the solution of $O^TOd=O^Te$ nearest to $d_0$. If $e$ is in the range of $O$ and $d_0=0$, the limit is the least-norm solution of $Od=e$.

## An implicit step and its errors

**The step.** Let $K=OO^T+\lambda I$. If $Kv=0$, then $|O^Tv|^2+\lambda|v|^2=0$, so $v=0$ and $K$ is invertible. With $z=K^{-1}(e-Od_n)$ we have $d_{n+1}=d_n+O^Tz$ and $e-Od_{n+1}=Kz-OO^Tz=\lambda z$. Hence

$$\lambda(d_{n+1}-d_n)=O^T(e-Od_{n+1}).\tag{1}$$

If $d_{n+1}$ solves $O^TOd=O^Te$, the right side vanishes and $d_n=d_{n+1}$ was already a solution. The bias therefore survives every finite number of steps, unless the start was a solution.

**The limit.** Since $O^TO$ and $O^T$ have the same range, some $u$ satisfies $O^TOu=O^T(e-Od_0)$. Likewise some $y$ satisfies $OO^Ty=Ou$. Then $d=d_0+O^Ty$ is a solution:
$$O^TOd=O^TOd_0+O^TOu=O^Te.$$
For another solution $x$, $O^TO(x-d)=0$ gives $|O(x-d)|^2=0$, so $Ox=Od$. Thus $(x-d)\cdot(d-d_0)=O(x-d)\cdot y=0$, and
$$|x-d_0|^2=|x-d|^2+|d-d_0|^2>|d-d_0|^2.$$

**An error bound.** Put $v_n=d_n-d$, $w_0=-y$ and $w_{n+1}=w_n-\lambda^{-1}Ov_{n+1}$. Equation (1) reads $\lambda v_{n+1}+O^TOv_{n+1}=\lambda v_n$, so by induction $v_n=O^Tw_n$. Take the product of $\lambda w_{n+1}+Ov_{n+1}=\lambda w_n$ with $w_{n+1}$, and use $2w_{n+1}\cdot w_n\le|w_{n+1}|^2+|w_n|^2$:

$$\lambda|w_{n+1}|^2+2|v_{n+1}|^2\le\lambda|w_n|^2.$$

The same argument for $v_n$ gives $\lambda|v_{n+1}|^2+2|Ov_{n+1}|^2\le\lambda|v_n|^2$, so $|v_n|$ never grows. Induction yields $\lambda|w_n|^2+2n|v_n|^2\le\lambda|y|^2$, hence $2n|v_n|^2\le\lambda|y|^2$ and $d_n\to d$. This is only an upper bound. By the equation for $v_n$, the error along a right singular vector of $O$ with singular value $\sigma>0$ is multiplied by $\lambda/(\lambda+\sigma^2)$ in each step, so the convergence is geometric, but slow where $\sigma^2$ is much smaller than $\lambda$.

**The consistent case.** If $e=Ox_0$, then $x_0$ solves $O^TOd=O^Te$, so $Od=Ox_0=e$. Every solution of $Ox=e$ also solves that equation; with $d_0=0$, nearest means least norm.

## The update in a variational Monte Carlo run

The rows of $O$ hold centred logarithmic derivatives of a real wave function at the sampled configurations; $e$ holds centred local energies, with sign, step size and sample normalization absorbed. The shift $\lambda$ damps parameter directions that the sample determines poorly. The scheme studied here solves the $M\times M$ system $Kz=e-Od$, then adds $O^Tz$ to the stored $d$, which keeps weight one; variants that first shrink the stored $d$ are not covered by the theorems below. For $M=2$, $P=1$, $\lambda=1$ and the centred data $O=e=(1,-1)^T/\sqrt2$, starting from zero gives $1/2,3/4,7/8,\ldots$, whereas a step that forgets $d$ returns $1/2$ each time.

The result concerns the linear problem of one fixed sample and one fixed wave function: the iterates $d_n$ are not applied to the parameters in between. In an optimization that applies each update, the wave function changes from step to step, and the pair $O$, $e$ in general changes with it, even if the configurations are kept.

## The equation and the iteration in Lean

The finite types `m` and `p` index samples and parameters.

```lean
import Mathlib

open Matrix Filter Topology

namespace ReconfigurationWithMemory

noncomputable section

variable {m p : Type*} [Fintype m] [Fintype p]
```

`SolvesSR` is the equation without $\lambda$.

```lean
/-- The unregularized reconfiguration equation `OᵀO d = Oᵀe` for the parameter update `d`. -/
def SolvesSR (O : Matrix m p ℝ) (e : m → ℝ) (d : p → ℝ) : Prop :=
  (Oᵀ * O) *ᵥ d = Oᵀ *ᵥ e
```

`srStep` keeps the previous update with weight one.

```lean
/-- One regularized update in sample space that retains the previous update `d`:
`d + Oᵀ (O Oᵀ + lam I)⁻¹ (e - O d)`, for `lam > 0`. -/
def srStep [DecidableEq m] (O : Matrix m p ℝ) (lam : ℝ) (e : m → ℝ) (d : p → ℝ) : p → ℝ :=
  d + Oᵀ *ᵥ ((O * Oᵀ + lam • (1 : Matrix m m ℝ))⁻¹ *ᵥ (e - O *ᵥ d))
```

`srIterate` repeats it with `O`, `e` and `lam` held fixed.

```lean
/-- The sequence of updates on a fixed sample, started from `d₀`. -/
def srIterate [DecidableEq m] (O : Matrix m p ℝ) (lam : ℝ) (e : m → ℝ) (d₀ : p → ℝ) :
    ℕ → p → ℝ
  | 0 => d₀
  | n + 1 => srStep O lam e (srIterate O lam e d₀ n)
```

## Ranges and norm estimates

Squared lengths are written as dot products `⬝ᵥ`, because Mathlib's default norm on `p → ℝ` is the maximum norm. The first two lemmas move a matrix across the product and give positivity.

```lean
private lemma dot_adj {a b : Type*} [Fintype a] [Fintype b] (A : Matrix a b ℝ)
    (x : a → ℝ) (u : b → ℝ) : x ⬝ᵥ (A *ᵥ u) = (Aᵀ *ᵥ x) ⬝ᵥ u := by
  rw [Matrix.dotProduct_mulVec, Matrix.mulVec_transpose]

private lemma dot_nonneg {a : Type*} [Fintype a] (x : a → ℝ) : 0 ≤ x ⬝ᵥ x :=
  Finset.sum_nonneg fun _ _ => mul_self_nonneg _
```

The next lemma supplies the limit without any spectral decomposition. The range of $AA^T$ lies in that of $A$, and `Matrix.rank_self_mul_transpose` says that their dimensions agree. `Submodule.eq_of_le_of_finrank_eq` turns inclusion plus equal dimension into equality, so every $Ax$ has the form $AA^Ty$.

```lean
private lemma exists_gram {a b : Type*} [Fintype a] [Fintype b] (A : Matrix a b ℝ)
    (x : b → ℝ) : ∃ y, A *ᵥ (Aᵀ *ᵥ y) = A *ᵥ x := by
  have hle : LinearMap.range (A * Aᵀ).mulVecLin ≤ LinearMap.range A.mulVecLin := by
    rintro _ ⟨y, rfl⟩
    exact ⟨Aᵀ *ᵥ y, Matrix.mulVec_mulVec y A Aᵀ⟩
  have heq := Submodule.eq_of_le_of_finrank_eq hle (Matrix.rank_self_mul_transpose A)
  have hx : A *ᵥ x ∈ LinearMap.range (A * Aᵀ).mulVecLin := by
    rw [heq]
    exact ⟨x, rfl⟩
  obtain ⟨y, hy⟩ := hx
  exact ⟨y, by rw [Matrix.mulVec_mulVec]; exact hy⟩
```

The estimate of squared norms is stated once, for use with both $w_n$ and $v_n$.

```lean
/-- If `lam u' + q = lam u` with `lam > 0`, then the squared norm of `u'` is at most that of `u`
minus `2 ⟨u', q⟩ / lam`. -/
theorem implicit_decrease {a : Type*} [Fintype a] {lam : ℝ} (hl : 0 < lam) {u u' q : a → ℝ}
    (h : lam • u' + q = lam • u) :
    lam * (u' ⬝ᵥ u') + 2 * (u' ⬝ᵥ q) ≤ lam * (u ⬝ᵥ u) := by
  have h1 := congrArg (fun z => u' ⬝ᵥ z) h
  simp only [dotProduct_add, dotProduct_smul, smul_eq_mul] at h1
  have h2 := dot_nonneg (u' - u)
  simp only [sub_dotProduct, dotProduct_sub] at h2
  rw [dotProduct_comm u u'] at h2
  have h3 := mul_nonneg hl.le h2
  linarith
```

Solutions may differ, but their $Od$ agree.

```lean
/-- Any two solutions of the reconfiguration equation predict the same sample vector `O d`. -/
theorem SolvesSR.mulVec_eq {O : Matrix m p ℝ} {e : m → ℝ} {x d : p → ℝ}
    (hx : SolvesSR O e x) (hd : SolvesSR O e d) : O *ᵥ x = O *ᵥ d := by
  unfold SolvesSR at hx hd
  have hu : Oᵀ *ᵥ (O *ᵥ (x - d)) = 0 := by
    rw [Matrix.mulVec_mulVec, Matrix.mulVec_sub, hx, hd, sub_self]
  have h0 : (O *ᵥ (x - d)) ⬝ᵥ (O *ᵥ (x - d)) = 0 := by
    rw [dot_adj, hu, zero_dotProduct]
  have h1 := dotProduct_self_eq_zero.mp h0
  rw [Matrix.mulVec_sub] at h1
  exact sub_eq_zero.mp h1
```

## Bias at every finite step, none in the limit

Equation (1) comes first; `hdet` is the invertibility of $K$.

```lean
variable [DecidableEq m]

/-- For `lam > 0` the update is an implicit step: the change of `d`, times `lam`, equals `Oᵀ`
applied to the residual at the new point. -/
theorem srStep_implicit (O : Matrix m p ℝ) {lam : ℝ} (hl : 0 < lam) (e : m → ℝ) (d : p → ℝ) :
    lam • (srStep O lam e d - d) = Oᵀ *ᵥ (e - O *ᵥ srStep O lam e d) := by
  have hK : ∀ v, (O * Oᵀ + lam • (1 : Matrix m m ℝ)) *ᵥ v = O *ᵥ (Oᵀ *ᵥ v) + lam • v := by
    intro v
    rw [Matrix.add_mulVec, ← Matrix.mulVec_mulVec, Matrix.smul_mulVec, Matrix.one_mulVec]
  -- the regularized sample-space matrix has trivial kernel
  have hdet : (O * Oᵀ + lam • (1 : Matrix m m ℝ)).det ≠ 0 := by
    intro h
    obtain ⟨v, hv, hKv⟩ := Matrix.exists_mulVec_eq_zero_iff.mpr h
    rw [hK] at hKv
    have h1 := congrArg (fun z => v ⬝ᵥ z) hKv
    simp only [dotProduct_add, dotProduct_smul, smul_eq_mul, dotProduct_zero] at h1
    rw [dot_adj] at h1
    have h2 := dot_nonneg (Oᵀ *ᵥ v)
    have h3 : 0 < v ⬝ᵥ v :=
      lt_of_le_of_ne (dot_nonneg v) fun h => hv (dotProduct_self_eq_zero.mp h.symm)
    have h4 := mul_pos hl h3
    linarith
  obtain ⟨z, hz⟩ : ∃ z, z = (O * Oᵀ + lam • (1 : Matrix m m ℝ))⁻¹ *ᵥ (e - O *ᵥ d) := ⟨_, rfl⟩
  have hs : srStep O lam e d = d + Oᵀ *ᵥ z := by rw [hz]; rfl
  have hKz : O *ᵥ (Oᵀ *ᵥ z) + lam • z = e - O *ᵥ d := by
    rw [← hK, hz, Matrix.mulVec_mulVec, Matrix.mul_nonsing_inv _ (isUnit_iff_ne_zero.mpr hdet),
      Matrix.one_mulVec]
  have hr : e - O *ᵥ (d + Oᵀ *ᵥ z) = lam • z := by
    rw [Matrix.mulVec_add, ← sub_sub, ← hKz, add_sub_cancel_left]
  rw [hs, hr, Matrix.mulVec_smul, add_sub_cancel_left]
```

Induction carries the bias forward from a start that is not a solution.

```lean
/-- For `lam > 0`, if the start does not solve the unregularized equation, then no iterate
does: the regularization bias is present after any finite number of steps. -/
theorem srIterate_biased (O : Matrix m p ℝ) {lam : ℝ} (hl : 0 < lam) (e : m → ℝ) (d₀ : p → ℝ)
    (h₀ : ¬ SolvesSR O e d₀) (n : ℕ) : ¬ SolvesSR O e (srIterate O lam e d₀ n) := by
  induction n with
  | zero => exact h₀
  | succ n ih =>
    intro h
    have hs := srStep_implicit O hl e (srIterate O lam e d₀ n)
    change SolvesSR O e (srStep O lam e (srIterate O lam e d₀ n)) at h
    have h' := h
    unfold SolvesSR at h'
    -- a vanishing new gradient means that the step did not move
    rw [Matrix.mulVec_sub, Matrix.mulVec_mulVec, h', sub_self] at hs
    have h1 := sub_eq_zero.mp ((smul_eq_zero.mp hs).resolve_left hl.ne')
    rw [h1] at h
    exact ih h
```

In the error bound, `w` is $w_n$, `e1` and `e2` are the two implicit equations, and `i1` and `i2` their estimates.

```lean
/-- Let `lam > 0` and let `d` solve the reconfiguration equation with `d - d₀ = Oᵀ y`. Then the
squared distance of the `n`-th iterate from `d`, times `2 n`, is at most `lam ‖y‖²`. -/
theorem error_bound (O : Matrix m p ℝ) {lam : ℝ} (hl : 0 < lam) {e y : m → ℝ} {d₀ d : p → ℝ}
    (hd : SolvesSR O e d) (hy : d - d₀ = Oᵀ *ᵥ y) (n : ℕ) :
    2 * (n : ℝ) * ((srIterate O lam e d₀ n - d) ⬝ᵥ (srIterate O lam e d₀ n - d))
      ≤ lam * (y ⬝ᵥ y) := by
  -- the error stays in the row space, with a sample-space preimage `w` no longer than `y`
  have key : ∃ w, srIterate O lam e d₀ n - d = Oᵀ *ᵥ w ∧ lam * (w ⬝ᵥ w) + 2 * (n : ℝ) *
      ((srIterate O lam e d₀ n - d) ⬝ᵥ (srIterate O lam e d₀ n - d)) ≤ lam * (y ⬝ᵥ y) := by
    induction n with
    | zero =>
      refine ⟨-y, ?_, by simp⟩
      rw [Matrix.mulVec_neg, ← hy, neg_sub]
      rfl
    | succ n ih =>
      obtain ⟨w, hw, hb⟩ := ih
      have hs := srStep_implicit O hl e (srIterate O lam e d₀ n)
      change lam • (srIterate O lam e d₀ (n + 1) - srIterate O lam e d₀ n)
        = Oᵀ *ᵥ (e - O *ᵥ srIterate O lam e d₀ (n + 1)) at hs
      generalize srIterate O lam e d₀ (n + 1) = b at hs ⊢
      generalize srIterate O lam e d₀ n = a at hs hw hb
      unfold SolvesSR at hd
      have h2 : Oᵀ *ᵥ (O *ᵥ (b - d)) = -(lam • (b - a)) := by
        rw [hs, Matrix.mulVec_mulVec, Matrix.mulVec_sub, hd, Matrix.mulVec_sub,
          Matrix.mulVec_mulVec, neg_sub]
      have hw' : b - d = Oᵀ *ᵥ (w - lam⁻¹ • (O *ᵥ (b - d))) := by
        rw [Matrix.mulVec_sub, Matrix.mulVec_smul, h2, ← hw, smul_neg, smul_smul,
          inv_mul_cancel₀ hl.ne', one_smul]
        abel
      have e1 : lam • (w - lam⁻¹ • (O *ᵥ (b - d))) + O *ᵥ (b - d) = lam • w := by
        rw [smul_sub, smul_smul, mul_inv_cancel₀ hl.ne', one_smul, sub_add_cancel]
      have e2 : lam • (b - d) + Oᵀ *ᵥ (O *ᵥ (b - d)) = lam • (a - d) := by
        rw [h2]
        module
      have i1 := implicit_decrease hl e1
      rw [dot_adj, ← hw'] at i1
      have i2 := implicit_decrease hl e2
      rw [dot_adj, Matrix.transpose_transpose] at i2
      have i3 : (b - d) ⬝ᵥ (b - d) ≤ (a - d) ⬝ᵥ (a - d) :=
        le_of_mul_le_mul_left (by linarith [dot_nonneg (O *ᵥ (b - d))]) hl
      have i4 := mul_le_mul_of_nonneg_left i3 (Nat.cast_nonneg (α := ℝ) n)
      refine ⟨_, hw', ?_⟩
      push_cast
      linarith
  obtain ⟨w, -, hb⟩ := key
  linarith [mul_nonneg hl.le (dot_nonneg w)]
```

The general theorem applies `exists_gram` to `Oᵀ` and then to `O`, proves strict minimality by Pythagoras, and obtains convergence component by component from the error bound.

```lean
/-- For `lam > 0` and any `e`, the iteration from `d₀` converges to a solution of the unregularized
reconfiguration equation, and this solution is strictly nearer to `d₀` than every other one. -/
theorem tendsto_nearest_solution (O : Matrix m p ℝ) {lam : ℝ} (hl : 0 < lam) (e : m → ℝ)
    (d₀ : p → ℝ) : ∃ d, SolvesSR O e d ∧
      (∀ x, SolvesSR O e x → x ≠ d → (d - d₀) ⬝ᵥ (d - d₀) < (x - d₀) ⬝ᵥ (x - d₀)) ∧
      Tendsto (srIterate O lam e d₀) atTop (𝓝 d) := by
  -- a solution that differs from the start by a row-space vector
  obtain ⟨u, hu⟩ := exists_gram Oᵀ (e - O *ᵥ d₀)
  rw [Matrix.transpose_transpose] at hu
  obtain ⟨y, hy⟩ := exists_gram O u
  have hd : SolvesSR O e (d₀ + Oᵀ *ᵥ y) := by
    unfold SolvesSR
    rw [← Matrix.mulVec_mulVec, Matrix.mulVec_add, hy, Matrix.mulVec_add, hu,
      Matrix.mulVec_sub, add_sub_cancel]
  have hdy : d₀ + Oᵀ *ᵥ y - d₀ = Oᵀ *ᵥ y := add_sub_cancel_left _ _
  refine ⟨d₀ + Oᵀ *ᵥ y, hd, ?_, ?_⟩
  · intro x hx hne
    generalize d₀ + Oᵀ *ᵥ y = d at hd hdy hne ⊢
    have horth : (x - d) ⬝ᵥ (d - d₀) = 0 := by
      rw [hdy, dot_adj, Matrix.transpose_transpose, Matrix.mulVec_sub, hx.mulVec_eq hd,
        sub_self, zero_dotProduct]
    have hpos : 0 < (x - d) ⬝ᵥ (x - d) := lt_of_le_of_ne (dot_nonneg _)
      fun h => hne (sub_eq_zero.mp (dotProduct_self_eq_zero.mp h.symm))
    have hsplit : x - d₀ = (x - d) + (d - d₀) := by abel
    rw [hsplit, add_dotProduct, dotProduct_add, dotProduct_add,
      dotProduct_comm (d - d₀) (x - d), horth]
    linarith
  · rw [tendsto_pi_nhds]
    intro i
    rw [Metric.tendsto_atTop]
    intro ε hε
    obtain ⟨N, hN⟩ := exists_nat_gt (lam * (y ⬝ᵥ y) / ε ^ 2)
    refine ⟨N, fun n hn => ?_⟩
    have hb := error_bound O hl hd hdy n
    generalize d₀ + Oᵀ *ᵥ y = d at hb ⊢
    rw [Real.dist_eq]
    by_contra hc
    have h1 := pow_le_pow_left₀ hε.le (not_lt.mp hc) 2
    rw [sq_abs] at h1
    have h2 : (srIterate O lam e d₀ n i - d i) * (srIterate O lam e d₀ n i - d i) ≤
        (srIterate O lam e d₀ n - d) ⬝ᵥ (srIterate O lam e d₀ n - d) :=
      Finset.single_le_sum (f := fun j => (srIterate O lam e d₀ n - d) j *
        (srIterate O lam e d₀ n - d) j) (fun j _ => mul_self_nonneg _) (Finset.mem_univ i)
    have h3 := (div_lt_iff₀ (pow_pos hε 2)).mp hN
    have hn' : (N : ℝ) ≤ n := by exact_mod_cast hn
    have h4 := mul_le_mul_of_nonneg_right hn' (pow_pos hε 2).le
    have h5 := mul_le_mul_of_nonneg_left (h1.trans ((sq _).le.trans h2))
      (Nat.cast_nonneg (α := ℝ) n)
    have h6 : 0 ≤ (n : ℝ) * ε ^ 2 := by positivity
    linarith
```

The hypothesis `he` puts `e` in the range of `O`: some parameter change reproduces the sampled vector exactly.

```lean
/-- If `e` is in the range of `O` and `lam > 0`, the iteration from zero converges to a solution of
`O d = e` whose norm is strictly smaller than that of every other solution. -/
theorem tendsto_least_norm_solution (O : Matrix m p ℝ) {lam : ℝ} (hl : 0 < lam) (e : m → ℝ)
    (he : ∃ x, O *ᵥ x = e) : ∃ d, O *ᵥ d = e ∧
      (∀ x, O *ᵥ x = e → x ≠ d → d ⬝ᵥ d < x ⬝ᵥ x) ∧
      Tendsto (srIterate O lam e 0) atTop (𝓝 d) := by
  have hsol : ∀ x, O *ᵥ x = e → SolvesSR O e x := by
    intro x hx
    unfold SolvesSR
    rw [← Matrix.mulVec_mulVec, hx]
  obtain ⟨d, hd, hmin, hlim⟩ := tendsto_nearest_solution O hl e 0
  obtain ⟨x₀, hx₀⟩ := he
  refine ⟨d, (hd.mulVec_eq (hsol x₀ hx₀)).trans hx₀, fun x hx hne => ?_, hlim⟩
  have h := hmin x (hsol x hx) hne
  rwa [sub_zero, sub_zero] at h

end

end ReconfigurationWithMemory
```

```lean
#print axioms ReconfigurationWithMemory.srIterate_biased
-- 'ReconfigurationWithMemory.srIterate_biased' depends on axioms: [propext, Classical.choice, Quot.sound]
#print axioms ReconfigurationWithMemory.tendsto_nearest_solution
-- 'ReconfigurationWithMemory.tendsto_nearest_solution' depends on axioms: [propext, Classical.choice, Quot.sound]
#print axioms ReconfigurationWithMemory.tendsto_least_norm_solution
-- 'ReconfigurationWithMemory.tendsto_least_norm_solution' depends on axioms: [propext, Classical.choice, Quot.sound]
```
